# For a positive definite response kernel, a restricted basis never overestimates the static polarizability

Let $A$ be a Hermitian positive definite $n\times n$ matrix, $V$ an $n\times m$ matrix with linearly independent columns, and $b\in\mathbb C^n$. Writing $^*$ for the conjugate transpose, we have

$$b^*V(V^*AV)^{-1}V^*b\;\le\;b^*A^{-1}b .$$

Here $b$ is the perturbation and $A$ the static response kernel, meaning the matrix that is inverted to obtain the response $A^{-1}b$, not the response function itself. The right-hand side is the exact polarizability with unit prefactor, and the left-hand side is the polarizability computed in the basis formed by the columns of $V$. Positive definiteness of $A$ stands for the stability of the unperturbed state: every nonzero deformation costs energy to second order.

Local orbitals enlarge an LAPW basis. As long as the kernel and the perturbation are held fixed in a finite-dimensional space, such an enlargement can raise the static polarizability or leave it unchanged, but cannot carry it past the exact value for that space.

## The missing polarizability as a squared error

The exact response $x$ solves $Ax=b$, so $x=A^{-1}b$. In the restricted basis the response has the form $y=Vc_0$, where the coefficients $c_0\in\mathbb C^m$ solve the projected equation $V^*AV\,c_0=V^*b$. This equation has a unique solution: for $c\neq0$ the vector $Vc$ is nonzero, so $c^*V^*AVc=(Vc)^*A(Vc)>0$, and $V^*AV$ is positive definite and therefore invertible.

Let $r=x-y$ be the error of the response. Then

$$V^*Ar=V^*Ax-V^*AVc_0=V^*b-V^*b=0 .$$

This is Galerkin orthogonality: in the scalar product weighted by $A$, the error is orthogonal to everything the basis can represent. In particular $y^*Ar=c_0^*V^*Ar=0$. Since $A$ is Hermitian, $b^*=(Ax)^*=x^*A$, and the difference of the two polarizabilities is

$$b^*x-b^*y=b^*r=x^*Ar=(y+r)^*Ar=r^*Ar\ge0 .$$

This proves the bound and also measures the deficit.

Equality means $r^*Ar=0$, which by positive definiteness means $r=0$, so $x=y$ lies in the span of the basis. Conversely, if $x=Vc$ for some $c$, then $r=V(c-c_0)$ and $r^*Ar=(c-c_0)^*V^*Ar=0$. The restricted value is therefore exact precisely when the basis can represent the exact response.

## Nested bases and the smallest basis

The restricted polarizability can be regrouped as

$$b^*V(V^*AV)^{-1}V^*b=(V^*b)^*(V^*AV)^{-1}(V^*b),$$

which is the exact polarizability of a smaller problem with kernel $V^*AV$ and perturbation $V^*b$.

Now let $W$ be an $n\times m$ basis and let $C$ be an $m\times k$ matrix, both with linearly independent columns. The columns of $WC$ form a smaller basis inside the span of $W$. Its projected kernel is $C^*(W^*AW)C$ and its projected perturbation is $C^*(W^*b)$. Relative to the problem with kernel $W^*AW$ and perturbation $W^*b$, it is thus the restricted basis $C$, and the bound already proved shows that its polarizability is at most that of $W$.

With no basis functions at all, $m=0$, the restricted value is $0$ and the bound says that $b^*A^{-1}b\ge0$. With a single function $v\ne0$ it reads

$$\frac{|v^*b|^2}{v^*Av}\le b^*A^{-1}b .$$

For $b\neq0$ the choice $v=A^{-1}b$ gives equality, so one well-chosen function suffices for one given perturbation.

## Kernel, perturbation and basis in Lean

The finite index types `n`, `m` and `k` play the parts of the dimensions. Opening `ComplexOrder` gives $\mathbb C$ its partial order, in which $z\le w$ means that the real parts are ordered and the imaginary parts are equal.

```lean
import Mathlib

open Matrix
open scoped ComplexOrder

namespace BasisPolarizability

noncomputable section

variable {n m k : Type*} [Fintype n] [DecidableEq n] [Fintype m] [DecidableEq m]
  [Fintype k] [DecidableEq k]
```

The exact response is the inverse kernel applied to the perturbation. The symbol `*ᵥ` denotes a matrix acting on a vector.

```lean
/-- The static response `A⁻¹ b` of a system with invertible response kernel `A` to the
perturbation `b`. -/
def response (A : Matrix n n ℂ) (b : n → ℂ) : n → ℂ := A⁻¹ *ᵥ b
```

The polarizability pairs this response with the perturbation. The product `⬝ᵥ` does not conjugate, so `star b` supplies the conjugation in $b^*$.

```lean
/-- The static polarizability `b* A⁻¹ b`, with unit prefactor, for an invertible kernel `A`. -/
def staticPolarizability (A : Matrix n n ℂ) (b : n → ℂ) : ℂ := star b ⬝ᵥ response A b
```

The restricted response first solves the projected problem and then maps its coefficients back with `V`. The conjugate transpose is written `Vᴴ`.

```lean
/-- The response `V (V* A V)⁻¹ V* b` computed in the basis formed by the columns of `V`,
for an invertible projected kernel `V* A V`. -/
def basisResponse (A : Matrix n n ℂ) (V : Matrix n m ℂ) (b : n → ℂ) : n → ℂ :=
  V *ᵥ response (Vᴴ * A * V) (Vᴴ *ᵥ b)

/-- The static polarizability `b* V (V* A V)⁻¹ V* b` computed in the basis formed by the
columns of `V`, for an invertible projected kernel `V* A V`. -/
def basisPolarizability (A : Matrix n n ℂ) (V : Matrix n m ℂ) (b : n → ℂ) : ℂ :=
  star b ⬝ᵥ basisResponse A V b
```

The vectors describe changes of the unperturbed state, as coordinates in an orthonormal reference basis of the full space of such changes. When the changes are built from orbital basis functions, the components along occupied orbitals are removed first, and the columns of `V` are linearly independent combinations of what remains. The columns of `V` need not be orthonormal, which suits bases of LAPW type, whose functions overlap. Two hypotheses recur below: `A.PosDef`, which includes that `A` is Hermitian, and `Function.Injective V.mulVec`, which says that the columns of `V` are linearly independent. Together they make both inverses genuine.

The model is static and finite-dimensional, and "exact" means exact for the given `A` and `b`. In a full calculation a change of basis may also alter the ground state, and with it the kernel and the perturbation; the theorems do not describe that effect. They also say nothing about how fast the polarizability converges.

## Orthogonality of the response error

The first lemma is the rule $(Mu)^*w=u^*(M^*w)$.

```lean
omit [DecidableEq n] [DecidableEq m] in
/-- A matrix moves across the scalar product as its adjoint. -/
lemma star_mulVec_dotProduct (M : Matrix n m ℂ) (u : m → ℂ) (w : n → ℂ) :
    star (M *ᵥ u) ⬝ᵥ w = star u ⬝ᵥ Mᴴ *ᵥ w := by
  rw [Matrix.star_mulVec, Matrix.dotProduct_mulVec]
```

The second confirms that `response A b` solves $Ax=b$. Positive definiteness provides the invertibility, and $AA^{-1}=1$ does the rest.

```lean
/-- The static response solves the linear response equation `A x = b`. -/
lemma mulVec_response {A : Matrix n n ℂ} (hA : A.PosDef) (b : n → ℂ) :
    A *ᵥ response A b = b := by
  have hdet := (Matrix.isUnit_iff_isUnit_det A).mp hA.isUnit
  rw [response, Matrix.mulVec_mulVec, Matrix.mul_nonsing_inv A hdet, Matrix.one_mulVec]
```

For a positive definite kernel and linearly independent basis functions, Galerkin orthogonality is stated in tested form: $(Vc)^*Ar=0$ for every coefficient vector $c$, which is the same as $V^*Ar=0$.

```lean
/-- Galerkin orthogonality: every vector `V c` of the basis span is orthogonal, in the scalar
product weighted by `A`, to the error of the response computed in that basis. -/
theorem galerkin_orthogonality {A : Matrix n n ℂ} {V : Matrix n m ℂ} (hA : A.PosDef)
    (hV : Function.Injective V.mulVec) (b : n → ℂ) (c : m → ℂ) :
    star (V *ᵥ c) ⬝ᵥ A *ᵥ (response A b - basisResponse A V b) = 0 := by
  -- the projected response equation
  have h := mulVec_response (hA.conjTranspose_mul_mul_same hV) (Vᴴ *ᵥ b)
  have h2 : Vᴴ *ᵥ (A *ᵥ basisResponse A V b) = Vᴴ *ᵥ b := by
    unfold basisResponse
    simpa only [Matrix.mulVec_mulVec, Matrix.mul_assoc] using h
  rw [star_mulVec_dotProduct, Matrix.mulVec_sub, mulVec_response hA, Matrix.mulVec_sub, h2,
    sub_self, dotProduct_zero]
```

In the proof, `hA.conjTranspose_mul_mul_same hV` is the positive definiteness of $V^*AV$. It allows the preceding lemma to be applied to the projected problem, and `h2` rewrites the outcome as $V^*Ay=V^*b$. The final line moves `V` across the scalar product and expands $V^*A(x-y)$ into $V^*b-V^*b$.

## The deficit, the bound and the case of equality

The next theorem is the identity $b^*x-b^*y=r^*Ar$.

```lean
/-- For a positive definite kernel `A`, the polarizability missed by a basis of linearly independent
functions equals `r* A r`, where `r` is the error of the response computed in that basis. -/
theorem missing_polarizability {A : Matrix n n ℂ} {V : Matrix n m ℂ} (hA : A.PosDef)
    (hV : Function.Injective V.mulVec) (b : n → ℂ) :
    staticPolarizability A b - basisPolarizability A V b =
      star (response A b - basisResponse A V b) ⬝ᵥ
        A *ᵥ (response A b - basisResponse A V b) := by
  have h0 : star (basisResponse A V b) ⬝ᵥ
      A *ᵥ (response A b - basisResponse A V b) = 0 :=
    galerkin_orthogonality hA hV b (response (Vᴴ * A * V) (Vᴴ *ᵥ b))
  have h1 : ∀ w : n → ℂ, star (response A b) ⬝ᵥ A *ᵥ w = star b ⬝ᵥ w := by
    intro w
    have h := star_mulVec_dotProduct A (response A b) w
    rw [mulVec_response hA, hA.isHermitian.eq] at h
    exact h.symm
  simp only [staticPolarizability, basisPolarizability]
  rw [star_sub, sub_dotProduct, h1, h0, sub_zero, dotProduct_sub]
```

The step `h0` is $y^*Ar=0$, obtained from orthogonality with the coefficients $c_0$. The step `h1` is $x^*Aw=b^*w$ for every $w$, and this is where the Hermitian property of $A$ enters. Expanding $(x-y)^*Ar$ and inserting both gives $b^*r=b^*x-b^*y$.

The bound follows at once: the difference is nonnegative because $r^*Ar$ is. As an inequality in $\mathbb C$, it also states that the two polarizabilities have the same imaginary part.

```lean
/-- For a positive definite kernel, the static polarizability computed in a basis of linearly
independent functions is at most the exact one. -/
theorem basisPolarizability_le {A : Matrix n n ℂ} {V : Matrix n m ℂ} (hA : A.PosDef)
    (hV : Function.Injective V.mulVec) (b : n → ℂ) :
    basisPolarizability A V b ≤ staticPolarizability A b := by
  apply sub_nonneg.mp
  rw [missing_polarizability hA hV b]
  exact hA.posSemidef.dotProduct_mulVec_nonneg _
```

The equality criterion says that the restricted value is exact if and only if some `c` satisfies `V *ᵥ c = response A b`.

```lean
/-- For a positive definite kernel, a basis of linearly independent functions gives the exact
polarizability if and only if the exact response is a combination of the basis functions. -/
theorem basisPolarizability_eq_iff {A : Matrix n n ℂ} {V : Matrix n m ℂ} (hA : A.PosDef)
    (hV : Function.Injective V.mulVec) (b : n → ℂ) :
    basisPolarizability A V b = staticPolarizability A b ↔
      ∃ c : m → ℂ, V *ᵥ c = response A b := by
  have hg := missing_polarizability hA hV b
  constructor
  · intro h
    rw [h, sub_self] at hg
    refine ⟨response (Vᴴ * A * V) (Vᴴ *ᵥ b), ?_⟩
    by_contra hne
    have hr : response A b - basisResponse A V b ≠ 0 :=
      fun h0 => hne (sub_eq_zero.mp h0).symm
    exact (hA.dotProduct_mulVec_pos hr).ne hg
  · rintro ⟨c, hc⟩
    -- the error lies in the basis span, hence is orthogonal to itself
    have hr : response A b - basisResponse A V b =
        V *ᵥ (c - response (Vᴴ * A * V) (Vᴴ *ᵥ b)) := by
      rw [Matrix.mulVec_sub, hc, basisResponse]
    have h0 := galerkin_orthogonality hA hV b (c - response (Vᴴ * A * V) (Vᴴ *ᵥ b))
    rw [← hr] at h0
    rw [h0] at hg
    exact (sub_eq_zero.mp hg).symm
```

For the forward direction, equal polarizabilities give $r^*Ar=0$. The proof proposes $c_0$ as the required coefficients; if they failed, $r$ would be nonzero and $r^*Ar$ strictly positive, a contradiction. For the converse, `hr` writes the error as $V(c-c_0)$, and orthogonality makes its weighted square vanish.

## Enlarging the basis

The regrouping into a projected problem is an algebraic identity, and its proof moves `V` from one side of the scalar product to the other.

```lean
omit [DecidableEq n] in
/-- The polarizability in a restricted basis is the static polarizability of the projected
kernel `V* A V` under the projected perturbation `V* b`. -/
theorem basisPolarizability_eq_projected (A : Matrix n n ℂ) (V : Matrix n m ℂ) (b : n → ℂ) :
    basisPolarizability A V b = staticPolarizability (Vᴴ * A * V) (Vᴴ *ᵥ b) := by
  simp only [basisPolarizability, basisResponse, staticPolarizability]
  rw [star_mulVec_dotProduct, Matrix.conjTranspose_conjTranspose]
```

Monotonicity then comes from applying the bound to the kernel $W^*AW$, with `C` as the restricted basis.

```lean
omit [DecidableEq n] in
/-- For a positive definite kernel and nested bases of linearly independent functions, the smaller
one `W C` being built from combinations of the functions in `W`, the polarizability in the smaller
basis is at most that in the larger one. -/
theorem basisPolarizability_mono {A : Matrix n n ℂ} {W : Matrix n m ℂ} {C : Matrix m k ℂ}
    (hA : A.PosDef) (hW : Function.Injective W.mulVec) (hC : Function.Injective C.mulVec)
    (b : n → ℂ) :
    basisPolarizability A (W * C) b ≤ basisPolarizability A W b := by
  -- the larger basis plays the part of the full space
  have h := basisPolarizability_le (hA.conjTranspose_mul_mul_same hW) hC (Wᴴ *ᵥ b)
  rw [basisPolarizability_eq_projected] at h
  rw [basisPolarizability_eq_projected A (W * C), basisPolarizability_eq_projected A W]
  simpa only [Matrix.conjTranspose_mul, Matrix.mulVec_mulVec, Matrix.mul_assoc] using h
```

The term `h` is that application. The rewrites express both sides as polarizabilities of projected problems, and the last line identifies $(WC)^*A(WC)$ with $C^*(W^*AW)C$, and likewise for the perturbation. The two bases must be nested: nothing follows for two bases of different size whose spans are not contained in one another.

## Orthonormal columns

When $V^*V=1$, linear independence is automatic, since applying $V^*$ to $Vu=Vv$ gives $u=v$. The theorem derives injectivity in this way and writes the bound with explicit matrices in place of the named definitions.

```lean
/-- For a positive definite kernel `A` and an orthonormal basis, `V* V = 1`, the bound reads `b* V
(V* A V)⁻¹ V* b ≤ b* A⁻¹ b`. -/
theorem orthonormal_basis_bound {A : Matrix n n ℂ} {V : Matrix n m ℂ} (hA : A.PosDef)
    (hV : Vᴴ * V = 1) (b : n → ℂ) :
    star b ⬝ᵥ (V * (Vᴴ * A * V)⁻¹ * Vᴴ) *ᵥ b ≤ star b ⬝ᵥ A⁻¹ *ᵥ b := by
  have hinj : Function.Injective V.mulVec := by
    intro u v huv
    have h : Vᴴ *ᵥ (V *ᵥ u) = Vᴴ *ᵥ (V *ᵥ v) := congrArg (fun w => Vᴴ *ᵥ w) huv
    simpa only [Matrix.mulVec_mulVec, hV, Matrix.one_mulVec] using h
  have h := basisPolarizability_le hA hinj b
  simpa only [basisPolarizability, basisResponse, staticPolarizability, response,
    Matrix.mulVec_mulVec, Matrix.mul_assoc] using h
```

## A perturbation inside the basis, a response outside it

Take

$$A=\begin{pmatrix}2&1\\1&2\end{pmatrix},\qquad b=\begin{pmatrix}1\\0\end{pmatrix},\qquad V=\begin{pmatrix}1\\0\end{pmatrix}.$$

The eigenvalues of $A$ are $1$ and $3$, so the kernel is positive definite. The single basis function represents the perturbation perfectly. Yet $V^*AV=2$, so the restricted polarizability is $1/2$, while $A^{-1}b=(2/3,-1/3)^{\mathsf T}$ gives the exact value $2/3$. The error is $r=(1/6,-1/3)^{\mathsf T}$, with $Ar=(0,-1/2)^{\mathsf T}$. The vanishing first component is Galerkin orthogonality, and $r^*Ar=1/6$ is the difference $2/3-1/2$.

The off-diagonal element of the kernel couples the perturbed direction to one that the basis lacks, and the response has a component there. A basis that represents the perturbation may therefore still miss part of the polarizability.

```lean
/-- For the kernel with rows `(2, 1)` and `(1, 2)` and a perturbation along the first basis
vector, the basis consisting of that vector alone gives `1/2`, while the exact value is `2/3`. -/
theorem two_level_example :
    basisPolarizability !![2, 1; 1, 2] (!![1; 0] : Matrix (Fin 2) (Fin 1) ℂ) ![1, 0] = 1 / 2 ∧
      staticPolarizability (!![2, 1; 1, 2] : Matrix (Fin 2) (Fin 2) ℂ) ![1, 0] = 2 / 3 := by
  have hK : ((!![1; 0] : Matrix (Fin 2) (Fin 1) ℂ)ᴴ *
      (!![2, 1; 1, 2] : Matrix (Fin 2) (Fin 2) ℂ) *
      (!![1; 0] : Matrix (Fin 2) (Fin 1) ℂ))⁻¹ = !![1 / 2] := by
    apply Matrix.inv_eq_right_inv
    ext i j
    fin_cases i
    fin_cases j
    norm_num [Matrix.mul_apply, Fin.sum_univ_succ]
  have hA : (!![2, 1; 1, 2] : Matrix (Fin 2) (Fin 2) ℂ)⁻¹ =
      !![2 / 3, -1 / 3; -1 / 3, 2 / 3] := by
    apply Matrix.inv_eq_right_inv
    ext i j
    fin_cases i <;> fin_cases j <;> norm_num [Matrix.mul_apply, Fin.sum_univ_succ]
  constructor
  · simp only [basisPolarizability, basisResponse, response]
    rw [hK]
    norm_num [Matrix.mulVec, dotProduct, Fin.sum_univ_succ]
  · simp only [staticPolarizability, response]
    rw [hA]
    norm_num [Matrix.mulVec, dotProduct, Fin.sum_univ_succ]

end

end BasisPolarizability
```

The theorem states the two values. The words "two level" in its name refer only to the size of the kernel, not to an atom with two levels. Its proof supplies each inverse explicitly, checks it by multiplication in `hK` and `hA`, and then evaluates the remaining finite sums.

```lean
#print axioms BasisPolarizability.basisPolarizability_eq_iff
#print axioms BasisPolarizability.basisPolarizability_mono
#print axioms BasisPolarizability.orthonormal_basis_bound
#print axioms BasisPolarizability.two_level_example
```

```
'BasisPolarizability.basisPolarizability_eq_iff' depends on axioms: [propext, Classical.choice, Quot.sound]
'BasisPolarizability.basisPolarizability_mono' depends on axioms: [propext, Classical.choice, Quot.sound]
'BasisPolarizability.orthonormal_basis_bound' depends on axioms: [propext, Classical.choice, Quot.sound]
'BasisPolarizability.two_level_example' depends on axioms: [propext, Classical.choice, Quot.sound]
```
